# Every nondegenerate plane supercell is diagonal in suitable lattice bases

A plane supercell is represented here by an integer matrix $M$ whose columns are the supercell vectors in a primitive lattice basis. Only the translation lattices enter: lengths, angles and atomic positions are absent. Rows and columns are numbered 0 and 1, as in Lean.

```lean
import Mathlib

open Matrix

namespace PlaneSupercellSmith

/-- Integer 2 by 2 matrices; the columns are supercell vectors in a primitive lattice basis. -/
abbrev Cell := Matrix (Fin 2) (Fin 2) ℤ
```

A change of lattice basis must have an integer inverse, so its determinant is $1$ or $-1$.

```lean
/-- An integer change of lattice basis: the determinant is 1 or -1. -/
def Unimodular (U : Cell) : Prop := U.det = 1 ∨ U.det = -1
```

In $UMV=N$, the matrix $V$ selects new supercell vectors and $U$ rewrites coordinates in a new primitive basis. The matrices $M$ and $N$ describe the same pair of lattices. Since $U$ need not preserve distances, it is generally not a symmetry of the crystal.

```lean
/-- Two supercell matrices are related by a change of the primitive basis and a change of
the supercell basis. -/
def CellEquiv (M N : Cell) : Prop :=
  ∃ U V : Cell, Unimodular U ∧ Unimodular V ∧ U * M * V = N
```

The gcd of the four entries is a natural number, computed from their absolute values.

```lean
/-- The greatest common divisor of the four entries of a supercell matrix. -/
def content (M : Cell) : ℕ :=
  Nat.gcd (Nat.gcd (M 0 0).natAbs (M 0 1).natAbs) (Nat.gcd (M 1 0).natAbs (M 1 1).natAbs)
```

## What a change of basis preserves

Since $\det(UV)=\det U\det V$, successive basis changes again have determinant $\pm1$.

```lean
/-- Two successive changes of lattice basis form a change of lattice basis. -/
theorem Unimodular.mul {U V : Cell} (hU : Unimodular U) (hV : Unimodular V) :
    Unimodular (U * V) := by
  unfold Unimodular at *
  rw [Matrix.det_mul]
  rcases hU with h | h <;> rcases hV with h' | h' <;> rw [h, h'] <;> norm_num
```

If $\det U=\pm1$, then $U^{-1}$ is an integer matrix, and $\det U^{-1}\det U=1$ gives it the same determinant.

```lean
/-- Every change of lattice basis can be undone by another one. -/
theorem Unimodular.exists_inv {U : Cell} (hU : Unimodular U) :
    ∃ W : Cell, Unimodular W ∧ W * U = 1 ∧ U * W = 1 := by
  have hu : IsUnit U.det := Int.isUnit_iff.mpr hU
  have h1 : U⁻¹ * U = 1 := Matrix.nonsing_inv_mul U hu
  refine ⟨U⁻¹, ?_, h1, Matrix.mul_nonsing_inv U hu⟩
  have h2 : (U⁻¹).det * U.det = 1 := by rw [← Matrix.det_mul, h1, Matrix.det_one]
  unfold Unimodular at *
  rcases hU with h | h
  · rw [h] at h2
    left; linarith
  · rw [h] at h2
    right; linarith
```

If $UMV=N$ and $U'NV'=P$, then $(U'U)M(VV')=P$.

```lean
/-- Equivalence of supercell matrices is transitive. -/
theorem CellEquiv.trans {M N P : Cell} (h : CellEquiv M N) (h' : CellEquiv N P) :
    CellEquiv M P := by
  obtain ⟨U, V, hU, hV, rfl⟩ := h
  obtain ⟨U', V', hU', hV', rfl⟩ := h'
  exact ⟨U' * U, V * V', hU'.mul hU, hV.mul hV', by simp only [mul_assoc]⟩
```

A common divisor of the entries of $M$ divides every
$$(UMV)_{ij}=\sum_l\Big(\sum_m U_{im}M_{ml}\Big)V_{lj}.$$
This is `push`. Applied also to the inverse change, it shows that the two gcds divide each other and are therefore equal. Multiplicativity of the determinant preserves $|\det M|$, which for a nonsingular $M$ is the number of primitive cells in the supercell.

```lean
/-- Equivalent supercell matrices have the same greatest common divisor of their entries and the
same absolute value of the determinant. -/
theorem CellEquiv.invariants {M N : Cell} (h : CellEquiv M N) :
    content M = content N ∧ |M.det| = |N.det| := by
  have dvd_iff : ∀ (k : ℕ) (A : Cell), k ∣ content A ↔ ∀ i j, (k : ℤ) ∣ A i j := by
    intro k A
    simp only [content, Nat.dvd_gcd_iff, Fin.forall_fin_two, Int.natCast_dvd]
  -- a common divisor of the entries survives any change of bases
  have push : ∀ A U V : Cell, content A ∣ content (U * A * V) := by
    intro A U V
    have hA := (dvd_iff _ A).mp dvd_rfl
    refine (dvd_iff _ _).mpr fun i j => ?_
    simp only [Matrix.mul_apply]
    exact Finset.dvd_sum fun l _ => Dvd.dvd.mul_right
      (Finset.dvd_sum fun m _ => Dvd.dvd.mul_left (hA m l) _) _
  obtain ⟨U, V, hU, hV, rfl⟩ := h
  constructor
  · obtain ⟨A, _, hAU, _⟩ := hU.exists_inv
    obtain ⟨B, _, _, hVB⟩ := hV.exists_inv
    have back : A * (U * M * V) * B = M := by
      calc A * (U * M * V) * B = (A * U) * M * (V * B) := by simp only [mul_assoc]
        _ = M := by rw [hAU, hVB, one_mul, mul_one]
    have h2 := push (U * M * V) A B
    rw [back] at h2
    exact Nat.dvd_antisymm (push M U V) h2
  · rw [Matrix.det_mul, Matrix.det_mul, abs_mul, abs_mul]
    rcases hU with h | h <;> rcases hV with h' | h' <;> rw [h, h'] <;> simp
```

## Euclidean reduction of the corner

Let $a=M_{00}\neq0$, and use strong induction on $|a|$. If $a\nmid M_{01}$, put $q=\lfloor M_{01}/a\rfloor$ for $a>0$, with the corresponding Euclidean quotient for $a<0$. Take the second column minus $q$ times the first as the new first column, and the old first column as the new second one. The corner becomes $r=M_{01}-qa$, with $0<r<|a|$. The analogous row operation handles $a\nmid M_{10}$.

Otherwise $M_{01}=ak$ and $M_{10}=al$. Clearing both leaves $\mathrm{diag}(a,f)$, where $f=M_{11}-akl$. If $a\mid f$, the reduction is finished. If not, adding the second row to the first gives the row $(a,f)$, and another division produces a smaller corner.

In Lean, `step` applies the induction hypothesis after each division, and the explicit matrices carry out the row and column operations.

```lean
/-- A supercell matrix with nonzero corner entry can be brought to diagonal form with the first
diagonal entry dividing the second. -/
theorem exists_diagonal (n : ℕ) : ∀ M : Cell, M 0 0 ≠ 0 → (M 0 0).natAbs = n →
    ∃ d e : ℤ, d ∣ e ∧ CellEquiv M !![d, 0; 0, e] := by
  induction n using Nat.strong_induction_on with
  | _ n ih =>
  intro M h0 hn
  -- Euclidean step: a nonzero remainder gives a corner entry of smaller absolute value
  have step : ∀ (N : Cell) (x : ℤ), CellEquiv M N → N 0 0 = x - M 0 0 * (x / M 0 0) →
      ¬ M 0 0 ∣ x → ∃ d e : ℤ, d ∣ e ∧ CellEquiv M !![d, 0; 0, e] := by
    intro N x hMN hN hx
    rw [← Int.emod_def] at hN
    have hne : x % M 0 0 ≠ 0 := fun h => hx (Int.dvd_of_emod_eq_zero h)
    have h1 := Int.emod_nonneg x h0
    have h2 : (N 0 0).natAbs < n := by
      rw [hN]
      rcases lt_or_gt_of_ne h0 with h | h
      · have h3 := Int.emod_lt_of_pos x (neg_pos.mpr h)
        rw [Int.emod_neg] at h3
        omega
      · have h3 := Int.emod_lt_of_pos x h
        omega
    obtain ⟨d, e, hde, h⟩ := ih _ h2 N (by rw [hN]; exact hne) rfl
    exact ⟨d, e, hde, hMN.trans h⟩
  have uni : ∀ q : ℤ, Unimodular !![q, 1; 1, 0] := fun q =>
    Or.inr (by simp [Matrix.det_fin_two_of])
  have uone : Unimodular 1 := Or.inl Matrix.det_one
  by_cases hb : M 0 0 ∣ M 0 1
  swap
  · refine step (1 * M * !![-(M 0 1 / M 0 0), 1; 1, 0]) _ ⟨_, _, uone, uni _, rfl⟩ ?_ hb
    generalize M 0 1 / M 0 0 = q
    simp [Matrix.mul_apply, Fin.sum_univ_two]
    ring
  by_cases hc : M 0 0 ∣ M 1 0
  swap
  · refine step (!![-(M 1 0 / M 0 0), 1; 1, 0] * M * 1) _ ⟨_, _, uni _, uone, rfl⟩ ?_ hc
    generalize M 1 0 / M 0 0 = q
    simp [-Matrix.cons_mul, Matrix.mul_apply, Fin.sum_univ_two]
    ring
  obtain ⟨k, hk⟩ := hb
  obtain ⟨l, hl⟩ := hc
  by_cases he : M 0 0 ∣ M 1 1 - M 0 0 * k * l
  · -- the corner entry clears its row and its column
    refine ⟨_, _, he, !![1, 0; -l, 1], !![1, -k; 0, 1], Or.inl (by simp [Matrix.det_fin_two_of]),
      Or.inl (by simp [Matrix.det_fin_two_of]), ?_⟩
    ext i j
    fin_cases i <;> fin_cases j <;>
      simp [-Matrix.cons_mul, Matrix.mul_apply, Fin.sum_univ_two, hk, hl] <;> ring
  · -- adding the second row to the first allows another Euclidean step
    refine step (!![1 - l, 1; -l, 1] * M *
      !![-((M 1 1 - M 0 0 * k * l) / M 0 0) - k, 1; 1, 0]) _
      ⟨_, _, Or.inl (by simp [Matrix.det_fin_two_of]), uni _, rfl⟩ ?_ he
    generalize (M 1 1 - M 0 0 * k * l) / M 0 0 = q
    simp [-Matrix.cons_mul, Matrix.mul_apply, Fin.sum_univ_two, hk, hl]
    ring
```

## The positive Smith form

Suppose $M$ is equivalent to $\mathrm{diag}(d,e)$, with $d,e\ge0$ and $d\mid e$. The gcd of the diagonal form's entries is $d$, and its determinant is $de$. By invariance, $d$ is the gcd of the entries of $M$ and $de=|\det M|$. For $\det M\neq0$ this fixes both numbers.

```lean
/-- If M is equivalent to the diagonal matrix with nonnegative entries d and e, where d divides e,
then d is the greatest common divisor of the entries of M and d * e is the absolute value of the
determinant of M. -/
theorem smith_unique {M : Cell} {d e : ℤ} (hd : 0 ≤ d) (he : 0 ≤ e) (hde : d ∣ e)
    (h : CellEquiv M !![d, 0; 0, e]) : d = content M ∧ d * e = |M.det| := by
  obtain ⟨h1, h2⟩ := h.invariants
  constructor
  · have h3 : content !![d, 0; 0, e] = d.natAbs := by
      simpa [content] using Nat.gcd_eq_left (Int.natAbs_dvd_natAbs.mpr hde)
    rw [h1, h3]
    omega
  · rw [h2, Matrix.det_fin_two_of, mul_zero, sub_zero, abs_of_nonneg (mul_nonneg hd he)]
```

Now let $\det M\neq0$. If $M_{00}=0$, then $M_{01}\neq0$, because $\det M=-M_{01}M_{10}$; exchanging the columns gives a nonzero corner. After reduction, $|de|=|\det M|\neq0$. Multiplying on the left by a diagonal matrix of signs makes both entries positive, and the previous result identifies the first.

The theorem `smith_form` states that integer $U,V$ of determinant $\pm1$ and integers $d,e>0$ exist with $UMV=\mathrm{diag}(d,e)$, $d\mid e$ and $d$ equal to `content M`. Without $\det M\neq0$ this fails: for $M=\mathrm{diag}(1,0)$, invariance forces $de=0$, so $d$ and $e$ cannot both be positive.

```lean
/-- Smith form of a plane supercell with nonzero determinant: suitable bases of the lattice and of
the supercell make M diagonal with positive entries d and e, where d divides e and d is the gcd of
the entries of M. -/
theorem smith_form (M : Cell) (hM : M.det ≠ 0) :
    ∃ (U V : Cell) (d e : ℤ), Unimodular U ∧ Unimodular V ∧ U * M * V = !![d, 0; 0, e] ∧
      0 < d ∧ 0 < e ∧ d ∣ e ∧ d = content M := by
  have diag : ∃ d e : ℤ, d ∣ e ∧ CellEquiv M !![d, 0; 0, e] := by
    by_cases h0 : M 0 0 = 0
    · -- exchange the supercell vectors to obtain a nonzero corner
      have hb : M 0 1 ≠ 0 := fun hb => hM (by rw [Matrix.det_fin_two, h0, hb]; ring)
      have hs : CellEquiv M (1 * M * !![0, 1; 1, 0]) :=
        ⟨_, _, Or.inl Matrix.det_one, Or.inr (by simp [Matrix.det_fin_two_of]), rfl⟩
      obtain ⟨d, e, hde, h⟩ := exists_diagonal _ (1 * M * !![0, 1; 1, 0])
        (by simpa [Matrix.mul_apply, Fin.sum_univ_two] using hb) rfl
      exact ⟨d, e, hde, hs.trans h⟩
    · exact exists_diagonal _ M h0 rfl
  obtain ⟨d, e, hde, h⟩ := diag
  have hne : d * e ≠ 0 := by
    intro h0
    have h2 := h.invariants.2
    rw [Matrix.det_fin_two_of, h0] at h2
    exact hM (by simpa using h2)
  -- reversing basis vectors makes both entries positive
  have sgn : ∀ x : ℤ, ∃ s : ℤ, (s = 1 ∨ s = -1) ∧ s * x = |x| := by
    intro x
    rcases abs_choice x with hx | hx
    · exact ⟨1, Or.inl rfl, by linarith⟩
    · exact ⟨-1, Or.inr rfl, by linarith⟩
  obtain ⟨s, hs, hsd⟩ := sgn d
  obtain ⟨t, ht, hte⟩ := sgn e
  have hpos : CellEquiv !![d, 0; 0, e] !![|d|, 0; 0, |e|] := by
    refine ⟨!![s, 0; 0, t], 1, ?_, Or.inl Matrix.det_one, ?_⟩
    · unfold Unimodular
      rw [Matrix.det_fin_two_of]
      rcases hs with rfl | rfl <;> rcases ht with rfl | rfl <;> norm_num
    · rw [mul_one, ← hsd, ← hte]
      ext i j
      fin_cases i <;> fin_cases j <;> simp [Matrix.mul_apply, Fin.sum_univ_two]
  have hfin := h.trans hpos
  have hdiv : |d| ∣ |e| := (abs_dvd_abs d e).mpr hde
  have hc := (smith_unique (abs_nonneg d) (abs_nonneg e) hdiv hfin).1
  obtain ⟨U, V, hU, hV, hUV⟩ := hfin
  exact ⟨U, V, |d|, |e|, hU, hV, hUV, abs_pos.mpr (left_ne_zero_of_mul hne),
    abs_pos.mpr (right_ne_zero_of_mul hne), hdiv, hc⟩
```

## Fitting a supercell into an n by n cell

Let $UMV=\mathrm{diag}(d,e)$ with $d\mid e$. The vectors of the $n\times n$ cell are translations of the supercell lattice exactly when $MN=n\mathbf 1$ for some integer matrix $N$, and the theorem below shows that this holds exactly when $e\mid n$. Suppose such an $N$ exists. Then $X=V^{-1}NU^{-1}$ satisfies $\mathrm{diag}(d,e)X=n\mathbf 1$, whose last entry reads $eX_{11}=n$. Conversely, if $e=dm$ and $n=ek$, take $N=V\,\mathrm{diag}(mk,k)\,U$.

For an ideal plane crystal, this tells which $n\times n$ simulation cells can hold, under periodic boundary conditions, a superstructure whose full translation lattice is spanned by the columns of $M$.

```lean
/-- If M is equivalent to the diagonal matrix with entries d and e, where d divides e, then n times
the identity is M times an integer matrix exactly when e divides n. -/
theorem diagonal_supercell_iff {M : Cell} {d e : ℤ} (hde : d ∣ e)
    (h : CellEquiv M !![d, 0; 0, e]) (n : ℤ) :
    (∃ N : Cell, M * N = n • (1 : Cell)) ↔ e ∣ n := by
  obtain ⟨U, V, hU, hV, h⟩ := h
  obtain ⟨A, _, hAU, hUA⟩ := hU.exists_inv
  obtain ⟨B, _, _, hVB⟩ := hV.exists_inv
  constructor
  · rintro ⟨N, hN⟩
    -- carry the factorisation over to the diagonal form and read off the last entry
    obtain ⟨X, hX⟩ : ∃ X : Cell, !![d, 0; 0, e] * X = n • (1 : Cell) := by
      refine ⟨B * N * A, ?_⟩
      rw [← h]
      calc U * M * V * (B * N * A) = U * (M * ((V * B) * N)) * A := by simp only [mul_assoc]
        _ = n • (1 : Cell) := by
          rw [hVB, one_mul, hN, mul_smul_comm, mul_one, smul_mul_assoc, hUA]
    have h11 := congrFun (congrFun hX 1) 1
    simp [Matrix.mul_apply, Fin.sum_univ_two] at h11
    exact ⟨X 1 1, h11.symm⟩
  · rintro ⟨k, rfl⟩
    obtain ⟨m, rfl⟩ := hde
    have hD : !![d, 0; 0, d * m] * !![m * k, 0; 0, k] = (d * m * k) • (1 : Cell) := by
      ext i j
      fin_cases i <;> fin_cases j <;> simp [Matrix.mul_apply, Fin.sum_univ_two]
      ring
    refine ⟨V * !![m * k, 0; 0, k] * U, ?_⟩
    calc M * (V * !![m * k, 0; 0, k] * U)
        = (A * U) * M * (V * !![m * k, 0; 0, k] * U) := by rw [hAU, one_mul]
      _ = A * ((U * M * V) * !![m * k, 0; 0, k]) * U := by simp only [mul_assoc]
      _ = (d * m * k) • (1 : Cell) := by
        rw [h, hD, mul_smul_comm, mul_one, smul_mul_assoc, hAU]
```

For the $2\times3$ supercell,
$$\begin{pmatrix}1&1\\-3&-2\end{pmatrix}\begin{pmatrix}2&0\\0&3\end{pmatrix}=\begin{pmatrix}2&3\\-6&-6\end{pmatrix},$$
$$\begin{pmatrix}2&3\\-6&-6\end{pmatrix}\begin{pmatrix}-1&-3\\1&2\end{pmatrix}=\begin{pmatrix}1&0\\0&6\end{pmatrix}.$$
With original primitive vectors $\mathbf a_0,\mathbf a_1$, the new ones are $-2\mathbf a_0+3\mathbf a_1$ and $-\mathbf a_0+\mathbf a_1$. The first and six times the second span the same supercell lattice. Here $e=6$, so the smallest $n\times n$ cell with $n>0$ that fits is $6\times6$.

```lean
/-- The 2 by 3 supercell is equivalent to the 1 by 6 supercell. -/
theorem two_by_three_witness : CellEquiv !![2, 0; 0, 3] !![1, 0; 0, 6] := by
  refine ⟨!![1, 1; -3, -2], !![-1, -3; 1, 2], Or.inl (by norm_num [Matrix.det_fin_two_of]),
    Or.inl (by norm_num [Matrix.det_fin_two_of]), ?_⟩
  ext i j
  fin_cases i <;> fin_cases j <;> norm_num [Matrix.mul_apply, Fin.sum_univ_two]

end PlaneSupercellSmith
```

```lean
#print axioms PlaneSupercellSmith.smith_form
#print axioms PlaneSupercellSmith.diagonal_supercell_iff
```

```
'PlaneSupercellSmith.smith_form' depends on axioms: [propext, Classical.choice, Quot.sound]
'PlaneSupercellSmith.diagonal_supercell_iff' depends on axioms: [propext, Classical.choice, Quot.sound]
```
